# A donor–acceptor pair of linear atoms with positive gap transfers zero or one electron, switching at $R = 1/G$

Let a donor and an acceptor at distance $R > 0$ share a transferred charge $q \in [0,1]$, with energy $Gq - q^2/R$ relative to the neutral atoms. Here $G = I - A$ is the donor's ionisation energy minus the acceptor's electron affinity, in atomic units. If $G > 0$, the unique minimiser is $q = 0$ for $R > 1/G$ and $q = 1$ for $R < 1/G$. At $R = 1/G$ both integers minimise the energy, and no fraction does.

For stretched dimers, where approximate density functionals can leave fractional charges on the atoms, this shows that linear atomic energies give integer charges within a two-site point-charge model without electron hopping.

## Atomic energies linear in the charge

Write $E_D, E_{D^+}$ for the donor and its cation, and $E_N, E_{N^-}$ for the acceptor and its anion. Each atom interpolates linearly between its two integer states, as an exact ensemble of those states would. With $I = E_{D^+} - E_D$ and $A = E_N - E_{N^-}$, the total is

$$(1-q)E_D + qE_{D^+} + (1-q)E_N + qE_{N^-} - \frac{q^2}{R} = E_D + E_N + Gq - \frac{q^2}{R}.$$

In Lean a `Dimer` is four arbitrary real energies. Linearity is built into `linearAtom`, and the interaction is that of point charges $+q$ and $-q$, without polarisation or short-range repulsion.

```lean
import Mathlib

open Set Filter Topology

namespace LinearAtomChargeTransfer

noncomputable section

/-- Energy of an atom that is linear between two integer charge states with energies
`E₀` (at `q = 0`) and `E₁` (at `q = 1`). -/
def linearAtom (E₀ E₁ q : ℝ) : ℝ := (1 - q) * E₀ + q * E₁

/-- A donor-acceptor pair, given by the energies of the neutral donor, its cation,
the neutral acceptor and its anion. -/
structure Dimer where
  donor : ℝ
  cation : ℝ
  acceptor : ℝ
  anion : ℝ

/-- Ionisation energy `I` of the donor. -/
def Dimer.ionisation (d : Dimer) : ℝ := d.cation - d.donor

/-- Electron affinity `A` of the acceptor. -/
def Dimer.affinity (d : Dimer) : ℝ := d.acceptor - d.anion

/-- The gap `G = I - A`. -/
def Dimer.gap (d : Dimer) : ℝ := d.ionisation - d.affinity

/-- The distance `R_c = 1 / G`. -/
def Dimer.crossingDistance (d : Dimer) : ℝ := 1 / d.gap

/-- Energy of the dimer at distance `R` with transferred charge `q`: two linear atoms and
the Coulomb attraction `-q² / R` of the charges `+q` and `-q`. -/
def Dimer.totalEnergy (d : Dimer) (R q : ℝ) : ℝ :=
  linearAtom d.donor d.cation q + linearAtom d.acceptor d.anion q - q ^ 2 / R
```

Without linearity the conclusion can fail. Add a convex error $-\kappa q(1-q)$ with $\kappa > G > 0$: as $R \to \infty$ the energy tends to $Gq - \kappa q(1-q)$, whose minimum is at the fraction $q = (\kappa - G)/(2\kappa)$. This variant is a comparison by calculus and has no theorem below.

## At most one electron moves

The restriction $0 \le q \le 1$ says that the donor loses at most one electron and the acceptor gains no more than that. If the same formula were used for all real $q$, the term $-q^2/R$ would drive the energy to $-\infty$ at large $q$, and there would be no minimiser.

The set `minimisers` contains the charges in $[0,1]$ with lowest energy there, and `groundEnergy` is the infimum over the same interval. The theorem `totalEnergy_eq` is the displayed identity, proved by unfolding the definitions and applying `ring`.

```lean
/-- Infimum of the dimer energy over transferred charges in `[0, 1]`. -/
def Dimer.groundEnergy (d : Dimer) (R : ℝ) : ℝ := sInf (d.totalEnergy R '' Icc (0 : ℝ) 1)

/-- The charge-transfer energy `E_R(q) = G q - q² / R`. -/
def transferEnergy (G R q : ℝ) : ℝ := G * q - q ^ 2 / R

/-- The charges in `[0, 1]` at which an energy function is lowest on `[0, 1]`. -/
def minimisers (E : ℝ → ℝ) : Set ℝ :=
  {q | q ∈ Icc (0 : ℝ) 1 ∧ ∀ p ∈ Icc (0 : ℝ) 1, E q ≤ E p}

/-- The dimer energy is the energy of the neutral atoms plus `G q - q² / R`. -/
theorem totalEnergy_eq (d : Dimer) (R q : ℝ) :
    d.totalEnergy R q = d.donor + d.acceptor + transferEnergy d.gap R q := by
  unfold Dimer.totalEnergy linearAtom transferEnergy Dimer.gap Dimer.ionisation Dimer.affinity
  ring
```

## A positive distance makes fractions costly

For $R > 0$ the charges attract, and the attraction grows quadratically with $q$. Write $E_R(q) = Gq - q^2/R$, so that $E_R(0) = 0$ and $E_R(1) = G - 1/R$. Adding and subtracting $q/R$ gives

$$E_R(q) = q\left(G - \frac1R\right) + \frac{q(1-q)}{R}.$$

The first term is the chord between the endpoints. The second is strictly positive for $0 < q < 1$, so a fraction lies strictly above the chord. The chord never falls below the lower endpoint, so a fraction cannot minimise. Comparing endpoints, $q = 0$ minimises exactly when $1/R \le G$, and $q = 1$ exactly when $G \le 1/R$.

```lean
/-- The charge-transfer energy is the linear term `q (G - 1/R)` plus `q (1 - q) / R`. -/
theorem transferEnergy_eq_chord (G R q : ℝ) :
    transferEnergy G R q = q * (G - 1 / R) + q * (1 - q) / R := by
  unfold transferEnergy
  ring

/-- For `R > 0`, a fractional charge has an energy strictly above the straight line joining the
energies at `q = 0` and `q = 1`. -/
theorem chord_lt_transferEnergy (G : ℝ) {R q : ℝ} (hR : 0 < R) (h0 : 0 < q) (h1 : q < 1) :
    (1 - q) * transferEnergy G R 0 + q * transferEnergy G R 1 < transferEnergy G R q := by
  have e0 : transferEnergy G R 0 = 0 := by simp [transferEnergy]
  have e1 : transferEnergy G R 1 = G - 1 / R := by simp [transferEnergy]
  have hpos : 0 < q * (1 - q) / R := div_pos (mul_pos h0 (sub_pos.2 h1)) hR
  rw [e0, e1, transferEnergy_eq_chord]
  linarith

/-- For `R > 0` and any sign of `G`, a charge minimises `E_R` on `[0, 1]` exactly when it is `0`
with `1/R ≤ G` or `1` with `G ≤ 1/R`. -/
theorem mem_minimisers_transferEnergy (G : ℝ) {R : ℝ} (hR : 0 < R) (q : ℝ) :
    q ∈ minimisers (transferEnergy G R) ↔ (q = 0 ∧ 1 / R ≤ G) ∨ (q = 1 ∧ G ≤ 1 / R) := by
  have e0 : transferEnergy G R 0 = 0 := by simp [transferEnergy]
  have e1 : transferEnergy G R 1 = G - 1 / R := by simp [transferEnergy]
  simp only [minimisers, Set.mem_ofPred_eq]
  constructor
  · rintro ⟨⟨h0, h1⟩, h⟩
    have a := h 0 ⟨le_rfl, zero_le_one⟩
    have b := h 1 ⟨zero_le_one, le_rfl⟩
    rcases h0.eq_or_lt with e | e
    · left
      refine ⟨e.symm, ?_⟩
      rw [← e] at b
      linarith
    · rcases h1.eq_or_lt with e' | e'
      · right
        refine ⟨e', ?_⟩
        rw [e'] at a
        linarith
      · -- a fractional minimiser would lie on or below the chord
        exfalso
        have c := chord_lt_transferEnergy G hR e e'
        nlinarith [mul_le_mul_of_nonneg_left a (sub_nonneg.2 h1),
          mul_le_mul_of_nonneg_left b h0]
  · rintro (⟨rfl, h⟩ | ⟨rfl, h⟩)
    · refine ⟨⟨le_rfl, zero_le_one⟩, fun p hp => ?_⟩
      rw [e0, transferEnergy_eq_chord]
      have c := div_nonneg (mul_nonneg hp.1 (sub_nonneg.2 hp.2)) hR.le
      have c' := mul_nonneg hp.1 (sub_nonneg.2 h)
      linarith
    · refine ⟨⟨zero_le_one, le_rfl⟩, fun p hp => ?_⟩
      rw [e1, transferEnergy_eq_chord]
      have c := div_nonneg (mul_nonneg hp.1 (sub_nonneg.2 hp.2)) hR.le
      have c' := mul_nonneg (sub_nonneg.2 hp.2) (sub_nonneg.2 h)
      nlinarith
```

In the last proof, a supposed minimiser $q$ is compared with both endpoints. Weighting these inequalities by $1-q$ and $q$ puts $E_R(q)$ on or below the chord, which contradicts `chord_lt_transferEnergy` for a fraction. Conversely, the chord formula shows that every $p \in [0,1]$ has $E_R(p) \ge 0$ when $1/R \le G$. When $G \le 1/R$ it gives

$$E_R(p) - E_R(1) = (1-p)\left(\frac1R - G\right) + \frac{p(1-p)}{R} \ge 0.$$

As $R \to \infty$ the second term of the chord formula vanishes and the energy tends to $Gq$; for $G > 0$ the neutral atoms remain lowest.

## A positive gap puts the crossing at a finite distance

The condition $G > 0$ means that ionising the donor costs more than the acceptor returns, so well-separated atoms stay neutral. By hand it enters when $1/R \le G$ is multiplied by $R/G > 0$ to give $R_c = 1/G \le R$. In Lean this step is `h1` in `mem_minimisers_totalEnergy`, and `h2` is its counterpart for $q = 1$.

If $G \le 0$, then $G < 1/R$ at every positive distance: $q = 1$ always wins and nothing switches.

```lean
/-- The dimer energy and the charge-transfer energy have the same minimisers. -/
theorem minimisers_totalEnergy (d : Dimer) (R : ℝ) :
    minimisers (d.totalEnergy R) = minimisers (transferEnergy d.gap R) := by
  ext q
  simp only [minimisers, Set.mem_ofPred_eq, totalEnergy_eq, add_le_add_iff_left]

/-- For a positive gap and `R > 0`, a charge minimises the dimer energy exactly when it is `0` with
`R_c ≤ R` or `1` with `R ≤ R_c`. -/
theorem mem_minimisers_totalEnergy (d : Dimer) (hG : 0 < d.gap) {R : ℝ} (hR : 0 < R) (q : ℝ) :
    q ∈ minimisers (d.totalEnergy R) ↔
      (q = 0 ∧ d.crossingDistance ≤ R) ∨ (q = 1 ∧ R ≤ d.crossingDistance) := by
  have h1 : 1 / R ≤ d.gap ↔ 1 / d.gap ≤ R := by
    rw [div_le_iff₀ hR, div_le_iff₀ hG, mul_comm]
  have h2 : d.gap ≤ 1 / R ↔ R ≤ 1 / d.gap := by
    rw [le_div_iff₀ hR, le_div_iff₀ hG, mul_comm]
  unfold Dimer.crossingDistance
  rw [minimisers_totalEnergy, mem_minimisers_transferEnergy _ hR, h1, h2]

/-- For linear atoms with `G > 0` at a distance `R > 0`, the unique minimiser is `q = 0` iff `R >
1/G` and `q = 1` iff `R < 1/G`; the minimisers are exactly `0` and `1` iff `R = 1/G`. -/
theorem integer_charge_transfer (d : Dimer) (hG : 0 < d.gap) {R : ℝ} (hR : 0 < R) :
    (minimisers (d.totalEnergy R) = {0} ↔ d.crossingDistance < R) ∧
    (minimisers (d.totalEnergy R) = {1} ↔ R < d.crossingDistance) ∧
    (minimisers (d.totalEnergy R) = {0, 1} ↔ R = d.crossingDistance) := by
  have key := fun q => mem_minimisers_totalEnergy d hG hR q
  refine ⟨⟨fun h => ?_, fun h => ?_⟩, ⟨fun h => ?_, fun h => ?_⟩, ⟨fun h => ?_, fun h => ?_⟩⟩
  · by_contra hc
    have h1 := (key 1).2 (Or.inr ⟨rfl, not_lt.1 hc⟩)
    rw [h] at h1
    exact one_ne_zero (Set.mem_singleton_iff.1 h1)
  · ext q
    rw [key, Set.mem_singleton_iff]
    constructor
    · rintro (⟨h0, _⟩ | ⟨_, h1⟩)
      · exact h0
      · exact absurd h1 (not_le.2 h)
    · intro hq
      exact Or.inl ⟨hq, h.le⟩
  · by_contra hc
    have h0 := (key 0).2 (Or.inl ⟨rfl, not_lt.1 hc⟩)
    rw [h] at h0
    exact zero_ne_one (Set.mem_singleton_iff.1 h0)
  · ext q
    rw [key, Set.mem_singleton_iff]
    constructor
    · rintro (⟨_, h0⟩ | ⟨h1, _⟩)
      · exact absurd h0 (not_le.2 h)
      · exact h1
    · intro hq
      exact Or.inr ⟨hq, h.le⟩
  · -- both endpoints minimise, which gives both inequalities
    have h0 : (0 : ℝ) ∈ minimisers (d.totalEnergy R) := by rw [h]; simp
    have h1 : (1 : ℝ) ∈ minimisers (d.totalEnergy R) := by rw [h]; simp
    rcases (key 0).1 h0 with ⟨_, a⟩ | ⟨a, _⟩
    · rcases (key 1).1 h1 with ⟨b, _⟩ | ⟨_, b⟩
      · exact absurd b one_ne_zero
      · exact le_antisymm b a
    · exact absurd a zero_ne_one
  · ext q
    rw [key, Set.mem_insert_iff, Set.mem_singleton_iff]
    constructor
    · rintro (⟨h0, _⟩ | ⟨h1, _⟩)
      · exact Or.inl h0
      · exact Or.inr h1
    · rintro (h0 | h1)
      · exact Or.inl ⟨h0, h.ge⟩
      · exact Or.inr ⟨h1, h.le⟩
```

The three equivalences in `integer_charge_transfer` concern the whole set of minimisers, so `{0}` expresses uniqueness. If the set is `{0}` but $R \le R_c$, then $1$ would also belong to it, a contradiction; the `{1}` case is symmetric. If the set is `{0, 1}`, both inequalities hold and $R = R_c$.

The ground energy is the lower endpoint value,

$$E_D + E_N + \min\left(0,\, G - \frac1R\right),$$

for either sign of $G$. The proof shows that this value is attained and is a lower bound. With $G > 0$, the ionic branch has slope $1/R^2$, which equals $G^2$ at $R_c$, while the neutral branch is flat. The kink theorem states these as derivatives within $(0, R_c]$ and $[R_c, \infty)$, replacing the ground energy by the appropriate branch on each side.

```lean
/-- For `R > 0`, the ground energy is the energy of the neutral atoms plus `min(0, G - 1/R)`. -/
theorem groundEnergy_eq (d : Dimer) {R : ℝ} (hR : 0 < R) :
    d.groundEnergy R = d.donor + d.acceptor + min 0 (d.gap - 1 / R) := by
  unfold Dimer.groundEnergy
  apply IsLeast.csInf_eq
  constructor
  · -- the value is attained at an endpoint
    rcases le_total (1 / R) d.gap with h | h
    · have hm : min 0 (d.gap - 1 / R) = 0 := min_eq_left (by linarith)
      refine ⟨0, ⟨le_rfl, zero_le_one⟩, ?_⟩
      rw [totalEnergy_eq, transferEnergy_eq_chord, hm]
      ring
    · have hm : min 0 (d.gap - 1 / R) = d.gap - 1 / R := min_eq_right (by linarith)
      refine ⟨1, ⟨zero_le_one, le_rfl⟩, ?_⟩
      rw [totalEnergy_eq, transferEnergy_eq_chord, hm]
      ring
  · -- every energy lies on or above the chord, hence not below the lower endpoint value
    rintro _ ⟨p, ⟨h0, h1⟩, rfl⟩
    rw [totalEnergy_eq, transferEnergy_eq_chord]
    have a := mul_le_mul_of_nonneg_left (min_le_left 0 (d.gap - 1 / R)) (sub_nonneg.2 h1)
    have b := mul_le_mul_of_nonneg_left (min_le_right 0 (d.gap - 1 / R)) h0
    have c := div_nonneg (mul_nonneg h0 (sub_nonneg.2 h1)) hR.le
    nlinarith

/-- For `G > 0`, at `R_c = 1/G` the ground energy has slope `G²` from the left and slope `0` from
the right. -/
theorem groundEnergy_kink (d : Dimer) (hG : 0 < d.gap) :
    HasDerivWithinAt d.groundEnergy (d.gap ^ 2) (Ioc 0 d.crossingDistance) d.crossingDistance ∧
    HasDerivWithinAt d.groundEnergy 0 (Ici d.crossingDistance) d.crossingDistance := by
  have hc : 0 < d.crossingDistance := one_div_pos.2 hG
  constructor
  · -- ionic branch
    have L : ∀ R ∈ Ioc 0 d.crossingDistance,
        d.groundEnergy R = d.donor + d.acceptor + (d.gap - R⁻¹) := by
      intro R hR
      have h1 : R ≤ 1 / d.gap := hR.2
      rw [le_div_iff₀ hG] at h1
      have h2 : d.gap ≤ 1 / R := by
        rw [le_div_iff₀ hR.1]
        linarith
      have hm : min 0 (d.gap - 1 / R) = d.gap - 1 / R := min_eq_right (by linarith)
      rw [groundEnergy_eq d hR.1, hm, one_div]
    have h : HasDerivAt (fun R : ℝ => d.gap - R⁻¹) (d.gap ^ 2) d.crossingDistance :=
      ((hasDerivAt_inv hc.ne').const_sub d.gap).congr_deriv
        (by simp [Dimer.crossingDistance])
    exact (h.const_add (d.donor + d.acceptor)).hasDerivWithinAt.congr L (L _ ⟨hc, le_rfl⟩)
  · -- neutral branch
    have L : ∀ R ∈ Ici d.crossingDistance, d.groundEnergy R = d.donor + d.acceptor := by
      intro R hR
      have h1 : 1 / d.gap ≤ R := hR
      have hR0 : 0 < R := lt_of_lt_of_le (one_div_pos.2 hG) h1
      rw [div_le_iff₀ hG] at h1
      have h2 : 1 / R ≤ d.gap := by
        rw [div_le_iff₀ hR0]
        linarith
      have hm : min 0 (d.gap - 1 / R) = 0 := min_eq_left (by linarith)
      rw [groundEnergy_eq d hR0, hm, add_zero]
    exact (hasDerivAt_const d.crossingDistance (d.donor + d.acceptor)).hasDerivWithinAt.congr
      L (L _ (Set.mem_Ici.2 le_rfl))
```

## A minimising charge at every distance

To speak of a jump, one needs a charge $q(R)$ that follows the ground state. The hypothesis `hq` says that `q R` is a minimiser for every $R > 0$; at $R_c$ it may be either integer. Without `hq`, $q$ could be any function, including a continuous one.

The proof uses uniqueness on each side: $q$ equals $1$ just below $R_c$ and $0$ just above, which gives the one-sided limits. Continuity would force $q(R_c)$ to equal both.

```lean
/-- For `G > 0`, any choice `q(R)` of a minimising charge at each `R > 0` tends to `1` as `R` rises to `1/G`, tends to `0`
as `R` falls to `1/G`, and is discontinuous at `1/G`. -/
theorem charge_jump (d : Dimer) (hG : 0 < d.gap) (q : ℝ → ℝ)
    (hq : ∀ R, 0 < R → q R ∈ minimisers (d.totalEnergy R)) :
    Tendsto q (𝓝[<] d.crossingDistance) (𝓝 1) ∧
    Tendsto q (𝓝[>] d.crossingDistance) (𝓝 0) ∧
    ¬ ContinuousAt q d.crossingDistance := by
  have hc : 0 < d.crossingDistance := one_div_pos.2 hG
  have hl : Tendsto q (𝓝[<] d.crossingDistance) (𝓝 1) := by
    refine tendsto_const_nhds.congr' ?_
    filter_upwards [mem_nhdsWithin_of_mem_nhds (Ioi_mem_nhds hc), self_mem_nhdsWithin]
      with R h1 h2
    have hR : 0 < R := h1
    have hlt : R < d.crossingDistance := h2
    have hm := hq R hR
    rw [(integer_charge_transfer d hG hR).2.1.2 hlt] at hm
    exact (Set.mem_singleton_iff.1 hm).symm
  have hr : Tendsto q (𝓝[>] d.crossingDistance) (𝓝 0) := by
    refine tendsto_const_nhds.congr' ?_
    filter_upwards [self_mem_nhdsWithin] with R h2
    have hlt : d.crossingDistance < R := h2
    have hR : 0 < R := hc.trans hlt
    have hm := hq R hR
    rw [(integer_charge_transfer d hG hR).1.2 hlt] at hm
    exact (Set.mem_singleton_iff.1 hm).symm
  refine ⟨hl, hr, fun hcont => ?_⟩
  -- continuity would force the value at the crossing to be both 1 and 0
  have tl : Tendsto q (𝓝[<] d.crossingDistance) (𝓝 (q d.crossingDistance)) :=
    hcont.tendsto.mono_left nhdsWithin_le_nhds
  have tr : Tendsto q (𝓝[>] d.crossingDistance) (𝓝 (q d.crossingDistance)) :=
    hcont.tendsto.mono_left nhdsWithin_le_nhds
  have e1 := tendsto_nhds_unique tl hl
  have e0 := tendsto_nhds_unique tr hr
  linarith
```

For a numerical instance, with round numbers chosen for easy arithmetic that do not describe real atoms, take $E_D = -1$, $E_{D^+} = 0$, $E_N = -1$ and $E_{N^-} = -3/2$. Then $I = 1$, $A = 1/2$, $G = 1/2$ and $R_c = 2$. The energies relative to the neutral atoms are:

| $R$ | $q=0$ | $q=1/2$ | $q=1$ |
|---|---|---|---|
| $1$ | $0$ | $0$ | $-1/2$ |
| $2$ | $0$ | $1/8$ | $0$ |
| $4$ | $0$ | $3/16$ | $1/4$ |

The final theorem confirms the gap's sign and the crossing distance for this dimer, and shows that an explicit step function satisfies the minimising condition at every positive distance.

```lean
/-- A model dimer with `I = 1` and `A = 1/2`. -/
def modelDimer : Dimer := ⟨-1, 0, -1, -3 / 2⟩

/-- The model dimer has a positive gap and `R_c = 2`, and the step that is `1` for `R < 2`
and `0` otherwise minimises its energy at every distance. -/
theorem charge_jump_witness :
    0 < modelDimer.gap ∧ modelDimer.crossingDistance = 2 ∧
    ∀ R : ℝ, 0 < R →
      (if R < 2 then (1 : ℝ) else 0) ∈ minimisers (modelDimer.totalEnergy R) := by
  have hg : modelDimer.gap = 1 / 2 := by
    norm_num [modelDimer, Dimer.gap, Dimer.ionisation, Dimer.affinity]
  have hG : 0 < modelDimer.gap := by
    rw [hg]
    norm_num
  have hc : modelDimer.crossingDistance = 2 := by
    unfold Dimer.crossingDistance
    rw [hg]
    norm_num
  refine ⟨hG, hc, fun R hR => ?_⟩
  by_cases h : R < 2
  · rw [if_pos h]
    exact (mem_minimisers_totalEnergy _ hG hR 1).2 (Or.inr ⟨rfl, by rw [hc]; exact h.le⟩)
  · rw [if_neg h]
    exact (mem_minimisers_totalEnergy _ hG hR 0).2
      (Or.inl ⟨rfl, by rw [hc]; exact not_lt.1 h⟩)

end

end LinearAtomChargeTransfer
```

```lean
#print axioms LinearAtomChargeTransfer.integer_charge_transfer
#print axioms LinearAtomChargeTransfer.groundEnergy_kink
#print axioms LinearAtomChargeTransfer.charge_jump
```

```
'LinearAtomChargeTransfer.integer_charge_transfer' depends on axioms: [propext, Classical.choice, Quot.sound]
'LinearAtomChargeTransfer.groundEnergy_kink' depends on axioms: [propext, Classical.choice, Quot.sound]
'LinearAtomChargeTransfer.charge_jump' depends on axioms: [propext, Classical.choice, Quot.sound]
```
